# A finite pole expansion of the Fermi approximant $1/(1+y^m)$ with $y=1+x/m$

To state a pole expansion for operators one must fix what the variable is and what an inverse means when it may not exist. Here the variable is an element $Y$ of an arbitrary associative complex algebra $A$ with unit (the numbers $\mathbb{C}$, square matrices, bounded operators), and invertibility appears explicitly as `IsUnit`, because `Ring.inverse` returns $0$ on a non-invertible element.

In Lean 4 with Mathlib:

```lean
import Mathlib

open Complex Finset Filter Topology

namespace FermiPoleExpansion

noncomputable section

variable {A : Type*} [Ring A] [Algebra ℂ A]

/-- The nodes `w_k = exp (i π (2k+1) / m)` on the unit circle. -/
def node (m k : ℕ) : ℂ := exp (Real.pi * I * (2 * k + 1) / m)

/-- The resolvent `G(z, Y) = (z - Y)⁻¹` of an operator `Y` at the complex point `z`. -/
def green (z : ℂ) (Y : A) : A := Ring.inverse (z • (1 : A) - Y)

/-- The polynomial `T_k(Y) = w_k⁻¹ ∑_{n<m} (Y / w_k)^n`. -/
def cofactor (m k : ℕ) (Y : A) : A :=
  (node m k)⁻¹ • ∑ n ∈ range m, ((node m k)⁻¹ • Y) ^ n

/-- The weighted resolvent sum `(1/m) ∑_{k<m} w_k G(w_k, Y)`. -/
def poleSum (m : ℕ) (Y : A) : A :=
  (m : ℂ)⁻¹ • ∑ k ∈ range m, node m k • green (node m k) Y

/-- The Fermi approximant `f_m(X) = (1 + (1 + X/m)^m)⁻¹` of an operator `X`. -/
def fermiApprox (m : ℕ) (X : A) : A := Ring.inverse (1 + (1 + (m : ℂ)⁻¹ • X) ^ m)

/-- The poles `z_k = m (w_k - 1)` in the variable `X`. -/
def pole (m k : ℕ) : ℂ := m * (node m k - 1)

/-- Every node is an `m`-th root of `-1`. -/
theorem node_pow {m : ℕ} (hm : m ≠ 0) (k : ℕ) : node m k ^ m = -1 := by
  have hm' : (m : ℂ) ≠ 0 := Nat.cast_ne_zero.2 hm
  have h : (m : ℂ) * (Real.pi * I * (2 * k + 1) / m)
      = k * (2 * Real.pi * I) + Real.pi * I := by
    rw [mul_div_cancel₀ _ hm']
    ring
  rw [node, ← Complex.exp_nat_mul, h, Complex.exp_add, Complex.exp_nat_mul_two_pi_mul_I,
    Complex.exp_pi_mul_I, one_mul]

/-- The inverse powers `w_k^{-n}` with `0 < n < m` sum to zero over the `m` nodes. -/
theorem sum_node_inv_pow {m n : ℕ} (hn : n ≠ 0) (hnm : n < m) :
    ∑ k ∈ range m, (node m k)⁻¹ ^ n = 0 := by
  have hζ := (Complex.isPrimitiveRoot_exp m (by omega)).inv
  -- each node is a fixed phase times a power of a primitive root of unity
  have hk : ∀ k : ℕ, node m k
      = exp (Real.pi * I / m) * exp (2 * Real.pi * I / m) ^ k := by
    intro k
    rw [node, ← Complex.exp_nat_mul, ← Complex.exp_add]
    congr 1
    ring
  have hk' : ∀ k : ℕ, (node m k)⁻¹ ^ n
      = (exp (Real.pi * I / m))⁻¹ ^ n * ((exp (2 * Real.pi * I / m))⁻¹ ^ n) ^ k := by
    intro k
    rw [hk k, mul_inv, mul_pow, ← inv_pow (exp (2 * Real.pi * I / m)) k, ← pow_mul,
      ← pow_mul, mul_comm k n]
  have hq : (exp (2 * Real.pi * I / m))⁻¹ ^ n ≠ 1 :=
    hζ.pow_ne_one_of_pos_of_lt (by omega) hnm
  have hqm : ((exp (2 * Real.pi * I / m))⁻¹ ^ n) ^ m = 1 := by
    rw [← pow_mul, mul_comm n m, pow_mul, hζ.pow_eq_one, one_pow]
  rw [Finset.sum_congr rfl (fun k _ => hk' k), ← Finset.mul_sum, geom_sum_eq hq, hqm,
    sub_self, zero_div, mul_zero]

/-- Factorisation `(w_k - Y) T_k = T_k (w_k - Y) = 1 + Y^m`. -/
theorem factor {m : ℕ} (hm : m ≠ 0) (k : ℕ) (Y : A) :
    (node m k • (1 : A) - Y) * cofactor m k Y = 1 + Y ^ m ∧
      cofactor m k Y * (node m k • (1 : A) - Y) = 1 + Y ^ m := by
  have hw : node m k ≠ 0 := Complex.exp_ne_zero _
  have hD : node m k • (1 : A) - Y = node m k • (1 - (node m k)⁻¹ • Y) := by
    rw [smul_sub, smul_smul, mul_inv_cancel₀ hw, one_smul]
  have hU : 1 - ((node m k)⁻¹ • Y) ^ m = 1 + Y ^ m := by
    rw [smul_pow, inv_pow, node_pow hm]
    simp
  -- finite geometric series in `Y / w_k`
  constructor
  · rw [cofactor, hD, smul_mul_assoc, mul_smul_comm, smul_smul, mul_inv_cancel₀ hw,
      one_smul, mul_neg_geom_sum, hU]
  · rw [cofactor, hD, smul_mul_assoc, mul_smul_comm, smul_smul, inv_mul_cancel₀ hw,
      one_smul, geom_sum_mul_neg, hU]

/-- The weighted polynomials `w_k T_k` add up to `m` times the identity. -/
theorem sum_cofactor {m : ℕ} (hm : m ≠ 0) (Y : A) :
    ∑ k ∈ range m, node m k • cofactor m k Y = (m : ℂ) • (1 : A) := by
  have h : ∀ k, node m k • cofactor m k Y
      = ∑ n ∈ range m, (node m k)⁻¹ ^ n • Y ^ n := by
    intro k
    have hw : node m k ≠ 0 := Complex.exp_ne_zero _
    rw [cofactor, smul_smul, mul_inv_cancel₀ hw, one_smul]
    simp only [smul_pow]
  simp only [h]
  rw [Finset.sum_comm]
  simp only [← Finset.sum_smul]
  -- only the power `Y^0` survives the sum over nodes
  rw [Finset.sum_eq_single 0]
  · simp
  · intro n hn hn0
    rw [sum_node_inv_pow hn0 (mem_range.1 hn), zero_smul]
  · intro h0
    exact absurd (mem_range.2 (Nat.pos_of_ne_zero hm)) h0

/-- An operator with a two-sided inverse `b` is invertible and its inverse is `b`. -/
theorem inverse_of_two_sided {R : Type*} [Ring R] {a b : R} (h1 : a * b = 1)
    (h2 : b * a = 1) : IsUnit a ∧ Ring.inverse a = b :=
  ⟨⟨⟨a, b, h1, h2⟩, rfl⟩, Ring.inverse_unit ⟨a, b, h1, h2⟩⟩

/-- If `w_k - Y` is invertible for all `k < m`, then `1 + Y^m` is invertible and its
inverse is the weighted resolvent sum. -/
theorem inverse_eq_poleSum_of_resolvents {m : ℕ} (hm : m ≠ 0) (Y : A)
    (h : ∀ k < m, IsUnit (node m k • (1 : A) - Y)) :
    IsUnit (1 + Y ^ m) ∧ Ring.inverse (1 + Y ^ m) = poleSum m Y := by
  have hm' : (m : ℂ) ≠ 0 := Nat.cast_ne_zero.2 hm
  have hl : ∀ k ∈ range m, (1 + Y ^ m) * (node m k • green (node m k) Y)
      = node m k • cofactor m k Y := by
    intro k hk
    rw [mul_smul_comm, ← (factor hm k Y).2, green, mul_assoc,
      Ring.mul_inverse_cancel _ (h k (mem_range.1 hk)), mul_one]
  have hr : ∀ k ∈ range m, (node m k • green (node m k) Y) * (1 + Y ^ m)
      = node m k • cofactor m k Y := by
    intro k hk
    rw [smul_mul_assoc, ← (factor hm k Y).1, green, ← mul_assoc,
      Ring.inverse_mul_cancel _ (h k (mem_range.1 hk)), one_mul]
  apply inverse_of_two_sided
  · rw [poleSum, mul_smul_comm, Finset.mul_sum, Finset.sum_congr rfl hl, sum_cofactor hm,
      smul_smul, inv_mul_cancel₀ hm', one_smul]
  · rw [poleSum, smul_mul_assoc, Finset.sum_mul, Finset.sum_congr rfl hr, sum_cofactor hm,
      smul_smul, inv_mul_cancel₀ hm', one_smul]

/-- Operator pole expansion: if `1 + Y^m` is invertible, then every `w_k - Y` is
invertible and `(1 + Y^m)⁻¹ = (1/m) ∑_{k<m} w_k G(w_k, Y)`. -/
theorem pole_expansion {m : ℕ} (hm : m ≠ 0) (Y : A) (hY : IsUnit (1 + Y ^ m)) :
    (∀ k, IsUnit (node m k • (1 : A) - Y)) ∧ Ring.inverse (1 + Y ^ m) = poleSum m Y := by
  have hu : ∀ k, IsUnit (node m k • (1 : A) - Y) := by
    intro k
    -- commuting factors of an invertible product are invertible
    have hc : Commute (node m k • (1 : A) - Y) (cofactor m k Y) :=
      (factor hm k Y).1.trans (factor hm k Y).2.symm
    have hp : IsUnit ((node m k • (1 : A) - Y) * cofactor m k Y) := by
      rw [(factor hm k Y).1]
      exact hY
    exact (hc.isUnit_mul_iff.1 hp).1
  exact ⟨hu, (inverse_eq_poleSum_of_resolvents hm Y fun k _ => hu k).2⟩

/-- Scalar pole expansion: for complex `y` with `y^m ≠ -1`, no node equals `y` and
`1 / (1 + y^m) = (1/m) ∑_{k<m} w_k / (w_k - y)`. -/
theorem pole_expansion_scalar {m : ℕ} (hm : m ≠ 0) (y : ℂ) (hy : y ^ m ≠ -1) :
    (∀ k, node m k ≠ y) ∧
      1 / (1 + y ^ m) = 1 / m * ∑ k ∈ range m, node m k / (node m k - y) := by
  have hB : (1 + y ^ m) ≠ 0 := fun h => hy (by linear_combination h)
  have h := (pole_expansion hm y hB.isUnit).2
  refine ⟨fun k hk => hy (by rw [← hk, node_pow hm]), ?_⟩
  simp only [poleSum, green, Ring.inverse_eq_inv, smul_eq_mul, mul_one] at h
  simp only [div_eq_mul_inv, one_mul]
  exact h

/-- If `1 + (1 + X/m)^m` is invertible, then every `z_k - X` is invertible and the Fermi
approximant is the finite resolvent sum `f_m(X) = ∑_{k<m} w_k G(z_k, X)`. -/
theorem fermiApprox_eq_sum {m : ℕ} (hm : m ≠ 0) (X : A)
    (hX : IsUnit (1 + (1 + (m : ℂ)⁻¹ • X) ^ m)) :
    (∀ k, IsUnit (pole m k • (1 : A) - X)) ∧
      fermiApprox m X = ∑ k ∈ range m, node m k • green (pole m k) X := by
  have hm' : (m : ℂ) ≠ 0 := Nat.cast_ne_zero.2 hm
  obtain ⟨hu, heq⟩ := pole_expansion hm _ hX
  -- rescaling: `z_k - X = m (w_k - Y)` with `Y = 1 + X/m`
  have key : ∀ k, IsUnit (pole m k • (1 : A) - X) ∧ Ring.inverse (pole m k • (1 : A) - X)
      = (m : ℂ)⁻¹ • green (node m k) (1 + (m : ℂ)⁻¹ • X) := by
    intro k
    have hE : pole m k • (1 : A) - X
        = (m : ℂ) • (node m k • (1 : A) - (1 + (m : ℂ)⁻¹ • X)) := by
      rw [smul_sub, smul_add, smul_smul, smul_smul, mul_inv_cancel₀ hm', one_smul, pole]
      module
    apply inverse_of_two_sided
    · rw [hE, green, smul_mul_assoc, mul_smul_comm, Ring.mul_inverse_cancel _ (hu k),
        smul_smul, mul_inv_cancel₀ hm', one_smul]
    · rw [hE, green, smul_mul_assoc, mul_smul_comm, Ring.inverse_mul_cancel _ (hu k),
        smul_smul, inv_mul_cancel₀ hm', one_smul]
  refine ⟨fun k => (key k).1, ?_⟩
  rw [fermiApprox, heq, poleSum, Finset.smul_sum]
  refine Finset.sum_congr rfl fun k _ => ?_
  have hG : green (pole m k) X = (m : ℂ)⁻¹ • green (node m k) (1 + (m : ℂ)⁻¹ • X) :=
    (key k).2
  rw [hG]
  exact smul_comm _ _ _

/-- For complex `x` with `exp x ≠ -1`, the approximant `f_m(x)` tends to the Fermi
function `(1 + exp x)⁻¹` as `m → ∞`. -/
theorem fermiApprox_tendsto (x : ℂ) (hx : exp x ≠ -1) :
    Tendsto (fun m : ℕ => fermiApprox m x) atTop (𝓝 (1 + exp x)⁻¹) := by
  have hne : 1 + exp x ≠ 0 := fun h => hx (by linear_combination h)
  have h := Complex.tendsto_one_add_div_pow_exp x
  simp only [fermiApprox, Ring.inverse_eq_inv, smul_eq_mul, ← div_eq_inv_mul]
  exact (h.const_add 1).inv₀ hne

end

end FermiPoleExpansion
```

```lean
#print axioms FermiPoleExpansion.pole_expansion_scalar
#print axioms FermiPoleExpansion.fermiApprox_eq_sum
#print axioms FermiPoleExpansion.fermiApprox_tendsto
```

```
'FermiPoleExpansion.pole_expansion_scalar' depends on axioms: [propext, Classical.choice, Quot.sound]
'FermiPoleExpansion.fermiApprox_eq_sum' depends on axioms: [propext, Classical.choice, Quot.sound]
'FermiPoleExpansion.fermiApprox_tendsto' depends on axioms: [propext, Classical.choice, Quot.sound]
```

## The statement

Let $m \ge 1$ be an integer, written `m ≠ 0`. The nodes `node m k` are $w_k = e^{i\pi(2k+1)/m}$, and sums run over $k = 0, \dots, m-1$. The resolvent `green z Y` is $G(z,Y) = (z - Y)^{-1}$, with $z$ meaning $z$ times the identity.

The theorem `pole_expansion` says that if $1+Y^m$ is invertible, then every $w_k - Y$ is invertible and

$$(1+Y^m)^{-1} = \frac1m \sum_{k<m} w_k\, G(w_k, Y),$$

whose right side is `poleSum m Y`. The converse, from invertibility of $w_k - Y$ for all $k<m$ to that of $1+Y^m$, is in `inverse_eq_poleSum_of_resolvents`. For a complex number $y$ with $y^m \ne -1$, `pole_expansion_scalar` gives $w_k \ne y$ and $1/(1+y^m) = \frac1m\sum_{k<m} w_k/(w_k-y)$.

Setting $Y = 1 + X/m$ with $X \in A$ defines `fermiApprox m X`, $f_m(X) = (1+(1+X/m)^m)^{-1}$, and `pole m k`, $z_k = m(w_k-1)$. If $1+(1+X/m)^m$ is invertible, `fermiApprox_eq_sum` gives invertibility of each $z_k - X$ and $f_m(X) = \sum_{k<m} w_k\,G(z_k,X)$. Finally `fermiApprox_tendsto` states $f_m(x) \to 1/(1+e^x)$ as $m\to\infty$ for each fixed complex $x$ with $e^x \neq -1$. This limit is scalar and pointwise, with no rate and no operator version; $A$ carries neither a norm nor an adjoint.

For non-interacting electrons with one-particle Hamiltonian $H$ in a finite orthonormal basis of spin orbitals, chemical potential $\mu$ and inverse temperature $\beta$, the one-particle density matrix of the grand canonical ensemble is $(1+e^X)^{-1}$ with $X = \beta(H-\mu)$, and $f_m(X)$ replaces it by a weighted sum of $m$ Green's functions.

## Why it holds

First, $w_k^m = e^{2\pi i k}e^{i\pi} = -1$; `node_pow` splits the exponent in this way in its step `h`.

Second, write $w_k = e^{i\pi/m}\zeta^k$ with $\zeta = e^{2\pi i/m}$. For $0<n<m$ the number $q = \zeta^{-n}$ obeys $q \ne 1$ and $q^m = 1$, so

$$\sum_{k<m} w_k^{-n} = e^{-i\pi n/m}\,\frac{q^m-1}{q-1} = 0.$$

In `sum_node_inv_pow` the two properties of $q$ are `hq` and `hqm`, and `geom_sum_eq` sums the series.

Third, put $U = Y/w_k$ and $T_k = w_k^{-1}\sum_{n<m}U^n$, which is `cofactor m k Y`. Since $w_k - Y = w_k(1-U)$,

$$(w_k-Y)\,T_k = (1-U)\sum_{n<m}U^n = 1 - U^m = 1 - w_k^{-m}Y^m = 1+Y^m,$$

and likewise with the factors reversed. The lemma `factor` proves both orders, with `mul_neg_geom_sum` and `geom_sum_mul_neg`.

Fourth, exchanging the sums gives $\sum_k w_kT_k = \sum_{n<m}\big(\sum_k w_k^{-n}\big)Y^n = m$, because only $n=0$ survives. In `sum_cofactor` this is `Finset.sum_comm` followed by `Finset.sum_eq_single 0`.

Fifth, if the resolvents exist, then $(1+Y^m)\,w_kG(w_k,Y) = w_kT_k(w_k-Y)G(w_k,Y) = w_kT_k$. Summing over $k$ and dividing by $m$ gives $1$. The steps `hl` and `hr` do this on the two sides, and `inverse_of_two_sided` identifies a two-sided inverse with `Ring.inverse`.

Sixth, if $1+Y^m$ is invertible, then so is the product $(w_k-Y)T_k$. The two orders in `factor` show that the factors commute (`hc`), and commuting factors of an invertible product are invertible. The fifth step then applies. The scalar theorem takes $A=\mathbb{C}$, and $y = w_k$ is excluded since it would give $y^m=-1$.

For the variable $X$ one has $z_k - X = m(w_k - Y)$, step `hE`, hence $G(z_k,X) = \frac1m G(w_k,Y)$, step `key`. The limit follows from $(1+x/m)^m\to e^x$, adding $1$, and continuity of inversion at $1+e^x\ne0$.

## Small cases and pitfalls

For $m=1$ the only node is $w_0=-1$, the identity reads $1/(1+y) = -1/(-1-y)$, and $f_1(x) = 1/(2+x)$ has its pole at $z_0=-2$.

For $m=2$ the nodes are $w_0=i$ and $w_1=-i$. At $y=2$,

$$\frac12\left[\frac{i}{i-2}+\frac{-i}{-i-2}\right] = \frac12\left[\frac{1-2i}{5}+\frac{1+2i}{5}\right] = \frac15 = \frac{1}{1+2^2}.$$

This is $x=2$ with poles $-2\pm2i$, where the Fermi function is $1/(1+e^2)\approx0.119$, so the expansion is exact for $f_2$ while $f_2$ itself is crude.

The prefactor is easily counted twice. It is $1/m$ in front of $G(w_k,Y)$ and absent in front of $G(z_k,X)$; keeping it there would give $1/10$ in the example.

The remaining remarks go past what the theorems state. Invertibility is not automatic for Hermitian $X$: for odd $m$ the node with $k=(m-1)/2$ is $-1$, a real pole at $-2m$. For even $m$ no pole is real, but $f_m(-2m)=1/2$ where the Fermi function is close to $1$, and for real $x<-2m$ one has $|1+x/m|>1$ and hence $f_m(x)<1/2$. For $f_m(X)$ to approximate the Fermi function, the lowest eigenvalue of $X$ therefore has to lie above $-2m$, and not close to it: near $-2m$ the value of $f_m$ is still about $1/2$ for even $m$ and unbounded for odd $m$. Large positive eigenvalues give no comparable restriction: for $x\ge m$ one has $f_m(x)\le 1/(1+2^m)$, and the Fermi function is smaller still because $e^x\ge(1+x/m)^m$.

## In a calculation

With $X=\beta(H-\mu)$ each term is $G(z_k,X)=\beta^{-1}(\mu+z_k/\beta-H)^{-1}$. Applying $f_m(X)$ to a vector $v$ is then a loop over $k$ that solves the shifted system $(z_k-X)u_k=v$ for $u_k$ and accumulates $w_ku_k$, the $m$ solves being independent. For Hermitian $X$ and even $m$, the relation $w_{m-1-k}=\overline{w_k}$ makes the matrix terms $k$ and $m-1-k$ adjoints of each other, so $m/2$ resolvent matrices determine $f_m(X)$.
